# Three quark spins with total spin 1/2, symmetric in the like pair, give μ_p/μ_n = −3/2 when μ_u = −2μ_d ≠ 0

Let \(\uparrow\) and \(\downarrow\) be the states of a spin 1/2 with \(\sigma_z=+1\) and \(-1\), and let

\[
\psi=\frac{2\,|{\uparrow\uparrow\downarrow}\rangle-|{\uparrow\downarrow\uparrow}\rangle-|{\downarrow\uparrow\uparrow}\rangle}{\sqrt6}.
\]

With the two like quarks in the first two places, I get polarisations \(2/3,\,2/3,\,-1/3\), and from them, with the nucleon moment taken as the sum of the quarks' spin moments, the ratio \(\mu_p/\mu_n=-3/2\) if the quark moments obey \(\mu_u=-2\mu_d\neq0\). I would like to see this made rigorous and machine-checked, including whether the total spin, \(S_z\) and the exchange symmetry of the like pair together fix the polarisations.

## States, operators and assumptions

A `State` is a complex amplitude function \(\psi_{abc}\), with index 0 for up and 1 for down. Spins 1, 2 and 3 are the positions 0, 1 and 2 in `onSpin`, which applies a one-spin matrix at the chosen position. The axes \(x,y,z\) are also numbered 0, 1, 2, so `totalSpin 2` is \(S_z\), in units of \(\hbar\). `spinSq` is \(S^2\), built from the spin components.

`IsSymmetricDoublet` collects four conditions: norm 1, \(S_z=1/2\), \(S^2=3/4\), and \(\psi_{abc}=\psi_{bac}\). The theorem `polarisations` holds for every such state, and `coupledSpin` is the explicit one above. `magneticMoment` is \(\sum_i\mu_i\langle\sigma_z(i)\rangle\) with real \(\mu_i\); it takes the real part of each expectation value.

The exchange symmetry is assumed. The values of \(S^2\) and \(S_z\) alone do not fix the polarisations: \((|{\uparrow\downarrow\uparrow}\rangle-|{\downarrow\uparrow\uparrow}\rangle)/\sqrt2\) has the same two values, but polarisations \(0,\,0,\,1\). Physically, the exchange symmetry of the like pair's spins follows from the Pauli principle when the pair's colour state is antisymmetric and its spatial state is symmetric. The condition \(\mu_u=-2\mu_d\) stands for moments proportional to the charges \(2/3\) and \(-1/3\), with equal masses and g-factors. Colour, orbital motion and the full flavour wave function are absent from the model.

## From the quantum numbers to the moments

Let \(P_{ij}\) exchange spins \(i\) and \(j\). Since \(\boldsymbol\sigma_i\cdot\boldsymbol\sigma_j=2P_{ij}-1\),

\[
S^2=\frac94+\frac12\sum_{i<j}\boldsymbol\sigma_i\cdot\boldsymbol\sigma_j
=\frac34+P_{12}+P_{13}+P_{23}.
\]

The condition \(S_z=1/2\) leaves only the amplitudes \(x=\psi_{001}\), \(y=\psi_{010}\) and \(z=\psi_{100}\); here these letters are complex numbers, not axes. On these, \(S^2=3/4\) requires the exchanges to sum to zero, so \(x+y+z=0\). Symmetry gives \(y=z\), hence \(y=z=-x/2\). The explicit state has \(x=2/\sqrt6\) and \(y=z=-1/\sqrt6\), which satisfies all of this.

Normalisation gives \(\tfrac32|x|^2=1\), so \(|x|^2=2/3\) and \(|y|^2=|z|^2=1/6\). Therefore

\[
\begin{aligned}
\langle\sigma_z(1)\rangle&=|x|^2+|y|^2-|z|^2=\tfrac23,\\
\langle\sigma_z(2)\rangle&=|x|^2-|y|^2+|z|^2=\tfrac23,\\
\langle\sigma_z(3)\rangle&=-|x|^2+|y|^2+|z|^2=-\tfrac13.
\end{aligned}
\]

If the like quarks have moment \(a\) and the third has moment \(b\), the total is \((4a-b)/3\). Thus

\[
\mu_p=\frac{4\mu_u-\mu_d}{3},\qquad
\mu_n=\frac{4\mu_d-\mu_u}{3}.
\]

For \(\mu_n\neq0\), the ratio is \(-3/2\) exactly when \(2(4\mu_u-\mu_d)=-3(4\mu_d-\mu_u)\), that is, \(5\mu_u=-10\mu_d\). If \(\mu_u=-2\mu_d\neq0\), then \(\mu_n=2\mu_d\) is indeed nonzero.

## The checked file

In Lean 4 with Mathlib:

```lean
import Mathlib

open Matrix

namespace QuarkSpinCoupling

noncomputable section

/-- A state of three spins 1/2, given by its amplitudes; index 0 is up and 1 is down. -/
abbrev State := Fin 2 → Fin 2 → Fin 2 → ℂ

/-- The product basis state with the given three spin directions. -/
def ket (a b c : Fin 2) : State :=
  fun a' b' c' => if a' = a ∧ b' = b ∧ c' = c then 1 else 0

/-- The Hermitian inner product of two three-spin states. -/
def braket (φ ψ : State) : ℂ := ∑ a, ∑ b, ∑ c, star (φ a b c) * ψ a b c

/-- The Pauli matrices for the x, y and z axes. -/
def pauli : Fin 3 → Matrix (Fin 2) (Fin 2) ℂ
  | 0 => !![0, 1; 1, 0]
  | 1 => !![0, -Complex.I; Complex.I, 0]
  | 2 => !![1, 0; 0, -1]

/-- A one-spin operator acting on the chosen one of the three spins. -/
def onSpin : Fin 3 → Matrix (Fin 2) (Fin 2) ℂ → State → State
  | 0, A, ψ => fun a b c => ∑ k, A a k * ψ k b c
  | 1, A, ψ => fun a b c => ∑ k, A b k * ψ a k c
  | 2, A, ψ => fun a b c => ∑ k, A c k * ψ a b k

/-- The component of the total spin along axis `j`, in units of ħ. -/
def totalSpin (j : Fin 3) (ψ : State) : State :=
  fun a b c => (1 / 2) * ∑ i, onSpin i (pauli j) ψ a b c

/-- The square of the total spin, S² = S_x² + S_y² + S_z². -/
def spinSq (ψ : State) : State :=
  fun a b c => ∑ j, totalSpin j (totalSpin j ψ) a b c

/-- The spin state (2 ↑↑↓ - ↑↓↑ - ↓↑↑)/√6. -/
def coupledSpin : State :=
  ((1 / √6 : ℝ) : ℂ) • ((2 : ℂ) • ket 0 0 1 - ket 0 1 0 - ket 1 0 0)

/-- A normalised state with S_z = 1/2 and S² = 3/4 that is symmetric in spins 1 and 2. -/
structure IsSymmetricDoublet (ψ : State) : Prop where
  norm : braket ψ ψ = 1
  sz : ∀ a b c, totalSpin 2 ψ a b c = (1 / 2) * ψ a b c
  sq : ∀ a b c, spinSq ψ a b c = (3 / 4) * ψ a b c
  symm : ∀ a b c, ψ a b c = ψ b a c

/-- The magnetic moment of three quarks with individual moments `μ i` in the spin state `ψ`. -/
def magneticMoment (μ : Fin 3 → ℝ) (ψ : State) : ℝ :=
  ∑ i, μ i * (braket ψ (onSpin i (pauli 2) ψ)).re

/-- The matrix elements of the three Pauli matrices. -/
theorem pauli_entries :
    (pauli 0 0 0 = 0 ∧ pauli 0 0 1 = 1 ∧ pauli 0 1 0 = 1 ∧ pauli 0 1 1 = 0) ∧
    (pauli 1 0 0 = 0 ∧ pauli 1 0 1 = -Complex.I ∧ pauli 1 1 0 = Complex.I ∧
      pauli 1 1 1 = 0) ∧
    (pauli 2 0 0 = 1 ∧ pauli 2 0 1 = 0 ∧ pauli 2 1 0 = 0 ∧ pauli 2 1 1 = -1) := by
  simp [pauli]

/-- For three spins 1/2, S² is 3/4 plus the sum of the three pair exchanges. -/
theorem spinSq_eq_exchange (ψ : State) (a b c : Fin 2) :
    spinSq ψ a b c = (3 / 4) * ψ a b c + ψ b a c + ψ c b a + ψ a c b := by
  revert a b c
  simp only [Fin.forall_fin_two]
  refine ⟨⟨⟨?_, ?_⟩, ⟨?_, ?_⟩⟩, ⟨⟨?_, ?_⟩, ⟨?_, ?_⟩⟩⟩ <;>
    simp only [spinSq, totalSpin, onSpin, Fin.sum_univ_three, Fin.sum_univ_two,
      pauli_entries] <;>
    ring_nf <;> (try simp only [Complex.I_sq]) <;> (try ring)

/-- The spin state `coupledSpin` is normalised, has S_z = 1/2 and S² = 3/4, and is symmetric in
spins 1 and 2. -/
theorem coupledSpin_isSymmetricDoublet : IsSymmetricDoublet coupledSpin := by
  -- only the square of the prefactor matters
  have key : ∀ r : ℝ, r ^ 2 = 1 / 6 → IsSymmetricDoublet
      ((r : ℂ) • ((2 : ℂ) • ket 0 0 1 - ket 0 1 0 - ket 1 0 0)) := by
    intro r hr
    have hr' : (r : ℂ) ^ 2 = 1 / 6 := by
      rw [← Complex.ofReal_pow, hr]; norm_num
    refine ⟨?_, ?_, ?_, ?_⟩
    · simp [braket, ket, Fin.sum_univ_two]
      have h2 : (starRingEnd ℂ) 2 = 2 := Complex.conj_eq_iff_real.2 ⟨2, by norm_num⟩
      linear_combination 6 * hr' + 2 * (r : ℂ) ^ 2 * h2
    · intro a b c
      fin_cases a <;> fin_cases b <;> fin_cases c <;>
        simp [totalSpin, onSpin, Fin.sum_univ_three, Fin.sum_univ_two, pauli_entries, ket]
    · intro a b c
      rw [spinSq_eq_exchange]
      fin_cases a <;> fin_cases b <;> fin_cases c <;> simp [ket] <;> (try ring)
    · intro a b c
      fin_cases a <;> fin_cases b <;> fin_cases c <;> simp [ket]
  exact key _ (by rw [div_pow, Real.sq_sqrt (by norm_num)]; norm_num)

/-- In a normalised state with S_z = 1/2 and S² = 3/4 that is symmetric in spins 1 and 2, five
amplitudes vanish, and those of ↑↓↑ and ↓↑↑ are each -1/2 times that of ↑↑↓. -/
theorem amplitudes {ψ : State} (h : IsSymmetricDoublet ψ) :
    ψ 0 0 0 = 0 ∧ ψ 0 1 1 = 0 ∧ ψ 1 0 1 = 0 ∧ ψ 1 1 0 = 0 ∧ ψ 1 1 1 = 0 ∧
      ψ 0 1 0 = -ψ 0 0 1 / 2 ∧ ψ 1 0 0 = -ψ 0 0 1 / 2 := by
  have hz := h.sz
  simp only [Fin.forall_fin_two, totalSpin, onSpin, Fin.sum_univ_three, Fin.sum_univ_two,
    pauli_entries] at hz
  obtain ⟨⟨⟨h000, _⟩, ⟨_, h011⟩⟩, ⟨⟨_, h101⟩, ⟨h110, h111⟩⟩⟩ := hz
  -- S² = 3/4 removes the fully symmetric spin-3/2 part
  have hS := h.sq 0 0 1
  rw [spinSq_eq_exchange] at hS
  have hP := h.symm 0 1 0
  refine ⟨?_, ?_, ?_, ?_, ?_, ?_, ?_⟩
  · linear_combination h000
  · linear_combination -h011
  · linear_combination -h101
  · linear_combination -h110
  · linear_combination (-1 / 2) * h111
  · linear_combination (1 / 2) * hS + (1 / 2) * hP
  · linear_combination (1 / 2) * hS - (1 / 2) * hP

/-- In every normalised state with S_z = 1/2 and S² = 3/4 that is symmetric in spins 1 and 2, the
expectation values of σ_z for the three spins are 2/3, 2/3 and -1/3. -/
theorem polarisations {ψ : State} (h : IsSymmetricDoublet ψ) :
    braket ψ (onSpin 0 (pauli 2) ψ) = 2 / 3 ∧
    braket ψ (onSpin 1 (pauli 2) ψ) = 2 / 3 ∧
    braket ψ (onSpin 2 (pauli 2) ψ) = -1 / 3 := by
  obtain ⟨h1, h2, h3, h4, h5, h6, h7⟩ := amplitudes h
  have hs : star (-ψ 0 0 1 / 2) = -star (ψ 0 0 1) / 2 := by simp
  have hn := h.norm
  simp only [braket, Fin.sum_univ_two, h1, h2, h3, h4, h5, h6, h7, hs, star_zero] at hn
  simp only [braket, onSpin, Fin.sum_univ_two, pauli_entries, h1, h2, h3, h4, h5, h6, h7,
    hs, star_zero]
  refine ⟨?_, ?_, ?_⟩
  · linear_combination (2 / 3) * hn
  · linear_combination (2 / 3) * hn
  · linear_combination (-1 / 3) * hn

/-- For a spin state satisfying `IsSymmetricDoublet`, if quarks 1 and 2 have moment `a` and quark 3
has moment `b`, the baryon has magnetic moment (4a - b)/3. -/
theorem baryon_moment {ψ : State} (h : IsSymmetricDoublet ψ) (a b : ℝ) :
    magneticMoment ![a, a, b] ψ = (4 * a - b) / 3 := by
  obtain ⟨h1, h2, h3⟩ := polarisations h
  have e1 : (2 / 3 : ℂ).re = 2 / 3 := by
    rw [show (2 / 3 : ℂ) = ((2 / 3 : ℝ) : ℂ) by norm_num, Complex.ofReal_re]
  have e2 : (-1 / 3 : ℂ).re = -1 / 3 := by
    rw [show (-1 / 3 : ℂ) = ((-1 / 3 : ℝ) : ℂ) by norm_num, Complex.ofReal_re]
  have e : magneticMoment ![a, a, b] ψ = a * (2 / 3) + a * (2 / 3) + b * (-1 / 3) := by
    rw [magneticMoment, Fin.sum_univ_three, h1, h2, h3, e1, e2]
    rfl
  rw [e]
  ring

/-- The proton moment: u quarks at spins 1 and 2 and a d quark at spin 3, in the spin state
`coupledSpin`. -/
def protonMoment (μu μd : ℝ) : ℝ := magneticMoment ![μu, μu, μd] coupledSpin

/-- The neutron moment: d quarks at spins 1 and 2 and a u quark at spin 3, in the spin state
`coupledSpin`. -/
def neutronMoment (μu μd : ℝ) : ℝ := magneticMoment ![μd, μd, μu] coupledSpin

/-- The proton moment is (4 μ_u - μ_d)/3 and the neutron moment is (4 μ_d - μ_u)/3. -/
theorem nucleon_moments (μu μd : ℝ) :
    protonMoment μu μd = (4 * μu - μd) / 3 ∧ neutronMoment μu μd = (4 * μd - μu) / 3 :=
  ⟨baryon_moment coupledSpin_isSymmetricDoublet μu μd,
    baryon_moment coupledSpin_isSymmetricDoublet μd μu⟩

/-- For a nonzero neutron moment, the ratio of proton to neutron moment is -3/2 exactly when
μ_u = -2 μ_d. -/
theorem moment_ratio_iff (μu μd : ℝ) (hn : neutronMoment μu μd ≠ 0) :
    protonMoment μu μd / neutronMoment μu μd = -3 / 2 ↔ μu = -2 * μd := by
  obtain ⟨ep, en⟩ := nucleon_moments μu μd
  rw [div_eq_iff hn, ep, en]
  constructor <;> intro h <;> linarith

/-- If μ_u = -2 μ_d is nonzero, the ratio of proton to neutron moment is -3/2. -/
theorem moment_ratio (μu μd : ℝ) (h : μu = -2 * μd) (h0 : μu ≠ 0) :
    protonMoment μu μd / neutronMoment μu μd = -3 / 2 := by
  refine (moment_ratio_iff μu μd ?_).2 h
  rw [(nucleon_moments μu μd).2]
  intro hz
  exact h0 (by linarith)

end

end QuarkSpinCoupling
```

```lean
#print axioms QuarkSpinCoupling.coupledSpin_isSymmetricDoublet
-- 'QuarkSpinCoupling.coupledSpin_isSymmetricDoublet' depends on axioms: [propext, Classical.choice, Quot.sound]
#print axioms QuarkSpinCoupling.moment_ratio
-- 'QuarkSpinCoupling.moment_ratio' depends on axioms: [propext, Classical.choice, Quot.sound]
```

## How the proof follows the calculation

`spinSq_eq_exchange` proves the exchange formula by expanding the Pauli matrices for all eight index triples, instead of using the operator identity. `coupledSpin_isSymmetricDoublet` then checks the explicit state; its auxiliary statement `key` replaces \(1/\sqrt6\) by any real \(r\) with \(r^2=1/6\), which is all that normalisation needs.

`amplitudes` is the converse step. The \(S_z\) equations remove five amplitudes, while the \(S^2\) equation at \((0,0,1)\) and the exchange symmetry give the other two relations. Each `linear_combination` call names the multiples of these equations that yield the result. In `polarisations`, the three expectation values are \(2/3\), \(2/3\) and \(-1/3\) times the squared norm, so the same tactic finishes from the normalisation equation.

`baryon_moment` adds the weighted polarisations, and `nucleon_moments` applies it to both flavour assignments. `moment_ratio_iff` clears the nonzero denominator and proves both directions by linear arithmetic; `moment_ratio` derives the nonzero neutron moment from \(\mu_u\neq0\).

Three electrons in three singly occupied orbitals have two independent doublet couplings with \(S_z=1/2\). The state above is the one in which the first two spins form a triplet; a general doublet is a combination of both, so its polarisations can differ from those found here. This spin-only model contains no orbitals or interactions.
